# At given positive temperature and chemical potential, a finite one-body density matrix with occupations strictly between 0 and 1 belongs to exactly one noninteracting Hamiltonian

## Fractional occupations without interactions

Interacting electrons generally have a one-body density matrix with fractional eigenvalues: their natural orbitals are neither empty nor full. A single Slater determinant cannot reproduce such a matrix, because its occupations are all 0 or 1. Noninteracting electrons at a positive temperature do have fractional occupations. Can they reproduce a given density matrix, and does that matrix determine their Hamiltonian?

Take a finite orthonormal basis of spin orbitals. Let \(G\) be the one-body density matrix and \(H\) a one-body Hamiltonian, both written as matrices in this basis. At temperature \(T\) and chemical potential \(\mu_{\mathrm{ch}}\), only the reduced Hamiltonian
\[
h=\frac{H-\mu_{\mathrm{ch}}1}{k_{\mathrm B}T}
\]
enters the grand-canonical state. Its density matrix is the Fermi-Dirac function of \(h\), that is, \(G=(1+e^{h})^{-1}\), or
\[
G\,(1+e^{h})=1 .
\]
This equation is taken here as the definition of a thermal state.

## One Hermitian \(h\) for each \(G\)

If \(G\) is Hermitian and all its eigenvalues lie strictly between 0 and 1, exactly one Hermitian \(h\) satisfies \(G(1+e^h)=1\). Conversely, if a Hermitian \(h\) satisfies this equation, then \(G\) is Hermitian with all eigenvalues strictly between 0 and 1.

For density-matrix functional theory at positive temperature, this means that a noninteracting reference system exists for every such \(G\) in a finite basis, provided that \(h\) may be any Hermitian matrix. The result does not make \(h\) a kinetic energy plus a local potential, as a Kohn-Sham Hamiltonian would be.

In the Lean file, the finite type `ι` labels the basis orbitals, and operators are of type `Matrix ι ι ℂ`. The definitions correspond to the physics as follows.

- `IsThermalState G h` is the equation \(G(1+e^h)=1\).
- `Fractional G` says that whenever \(Gv=\mu v\) with \(v\neq0\) and \(\mu\) real, \(0<\mu<1\). Here \(\mu\) is an occupation number, not the chemical potential. Restricting \(\mu\) to real values loses nothing for a Hermitian \(G\), and Hermiticity is a separate hypothesis.
- `fromOrbitals U a` is \(U\,\mathrm{diag}(a_i)\,U^\dagger\), with the orbitals in the columns of \(U\).
- `fermi x` is \(1/(1+e^x)\).

The theorem `existsUnique_hamiltonian` uses `∃!` for a matrix that is both Hermitian and a solution, so uniqueness is claimed among Hermitian matrices. That restriction matters: with at least one orbital, adding \(2\pi i\,1\) to \(h\) gives a different, non-Hermitian matrix with the same exponential. The converse is `fractional_of_thermal`.

## Orbital energies from occupations

By the spectral theorem, \(G=U\,\mathrm{diag}(f_i)\,U^\dagger\) with \(U^\dagger U=1\) and real \(f_i\). Column \(i\) of \(U\) is an eigenvector with eigenvalue \(f_i\), so \(0<f_i<1\). Define
\[
\varepsilon_i=\log\frac{1-f_i}{f_i},\qquad h=U\,\mathrm{diag}(\varepsilon_i)\,U^\dagger .
\]
This \(h\) is Hermitian because the \(\varepsilon_i\) are real. Since \(U^\dagger U=1\), each power of \(h\) is \(U\,\mathrm{diag}(\varepsilon_i^m)\,U^\dagger\), and summing the exponential series gives \(e^h=U\,\mathrm{diag}(e^{\varepsilon_i})\,U^\dagger\). Moreover,
\[
1+e^{\varepsilon_i}=1+\frac{1-f_i}{f_i}=\frac1{f_i},
\]
and therefore
\[
G(1+e^h)=U\,\mathrm{diag}\!\left(f_i\cdot\frac1{f_i}\right)U^\dagger=UU^\dagger=1 .
\]

## Equal exponentials, equal Hamiltonians

Suppose that a Hermitian \(k\) also satisfies \(G(1+e^k)=1\). Both \(1+e^h\) and \(1+e^k\) are then the inverse of \(G\), so \(e^h=e^k\). It remains to deduce \(h=k\), even if there are degenerate levels and the two eigenbases differ.

Write \(h=U\,\mathrm{diag}(a_i)\,U^\dagger\) and \(k=V\,\mathrm{diag}(b_j)\,V^\dagger\), with \(U\) and \(V\) unitary, and let \(W=U^\dagger V\) be the overlap matrix of the eigenbases. Multiplying \(e^h=e^k\) by \(U^\dagger\) on the left and \(V\) on the right gives
\[
e^{a_i}W_{ij}=W_{ij}e^{b_j}.
\]
If \(W_{ij}\neq0\), then \(e^{a_i}=e^{b_j}\), and \(a_i=b_j\) because the real exponential is injective. If \(W_{ij}=0\), no condition on the energies is needed. In both cases
\[
a_iW_{ij}=W_{ij}b_j .
\]
As a matrix equation this is \(\mathrm{diag}(a)W=W\,\mathrm{diag}(b)\). Multiplying by \(U\) on the left and \(V^\dagger\) on the right gives \(h=k\).

## Why occupations 0 and 1 are excluded

For the converse, start from a Hermitian \(h=U\,\mathrm{diag}(a_i)\,U^\dagger\). The equation \(G(1+e^h)=1\) makes \(G\) the inverse of \(1+e^h\), so
\[
G=U\,\mathrm{diag}\!\left(\frac1{1+e^{a_i}}\right)U^\dagger .
\]
This matrix is Hermitian. If \(Gv=\mu v\) with \(v\neq0\), then \(w=U^\dagger v\) is nonzero and \(w_i/(1+e^{a_i})=\mu w_i\) for every \(i\). Choosing \(i\) with \(w_i\neq0\) gives \(\mu=1/(1+e^{a_i})\), which lies strictly between 0 and 1 because \(e^{a_i}>0\). A completely full or empty orbital would need an infinite reduced energy.

## A model that starts from Fock space

The thermal state could have been defined as the many-body operator \(\rho\propto\exp(-\sum_{ij}h_{ij}c_i^\dagger c_j)\), with \(G_{ij}=\mathrm{Tr}(\rho\,c_j^\dagger c_i)\). The relation \(G(1+e^h)=1\) would then have to be proved from the anticommutation relations instead of serving as the definition. The matrix argument for existence and uniqueness would stay the same.

## The complete Lean file

```lean
import Mathlib

open Matrix

namespace ThermalDensityMatrix

noncomputable section

variable {ι : Type*} [Fintype ι] [DecidableEq ι]

/-- The one-body density matrix `G` is the thermal state of the noninteracting Hamiltonian `h`,
measured from the chemical potential in units of temperature: `G (1 + exp h) = 1`. -/
def IsThermalState (G h : Matrix ι ι ℂ) : Prop :=
  G * (1 + NormedSpace.exp h) = 1

/-- Every real eigenvalue (occupation number) of `G` lies strictly between 0 and 1. -/
def Fractional (G : Matrix ι ι ℂ) : Prop :=
  ∀ (μ : ℝ) (v : ι → ℂ), v ≠ 0 → G *ᵥ v = (μ : ℂ) • v → 0 < μ ∧ μ < 1

/-- The matrix `U diag(a) Uᴴ` for real values `a i`. When the columns of `U` are orthonormal, this
is the one-body operator with the value `a i` on the orbital in column `i`. -/
def fromOrbitals (U : Matrix ι ι ℂ) (a : ι → ℝ) : Matrix ι ι ℂ :=
  U * diagonal (fun i => (a i : ℂ)) * Uᴴ

/-- The Fermi-Dirac occupation of a level at reduced energy `x`. -/
def fermi (x : ℝ) : ℝ := 1 / (1 + Real.exp x)

/-- An operator built from real values on orbitals is Hermitian. -/
theorem fromOrbitals_isHermitian (U : Matrix ι ι ℂ) (a : ι → ℝ) :
    (fromOrbitals U a).IsHermitian := by
  have hs : star (fun i => (a i : ℂ)) = fun i => (a i : ℂ) :=
    funext fun i => Complex.conj_ofReal (a i)
  unfold fromOrbitals
  rw [Matrix.IsHermitian, conjTranspose_mul, conjTranspose_mul, conjTranspose_conjTranspose,
    diagonal_conjTranspose, hs, Matrix.mul_assoc]

/-- Every Hermitian one-body operator is diagonal in some orthonormal set of orbitals. -/
theorem exists_orbitals {A : Matrix ι ι ℂ} (hA : A.IsHermitian) :
    ∃ (U : Matrix ι ι ℂ) (a : ι → ℝ), Uᴴ * U = 1 ∧ A = fromOrbitals U a := by
  refine ⟨hA.eigenvectorUnitary, hA.eigenvalues,
    Matrix.mem_unitaryGroup_iff'.mp hA.eigenvectorUnitary.2, ?_⟩
  have h := hA.spectral_theorem
  rw [Unitary.conjStarAlgAut_apply] at h
  exact h

/-- The exponential of a one-body operator keeps its orbitals and exponentiates its values. -/
theorem exp_fromOrbitals {U : Matrix ι ι ℂ} (hU : Uᴴ * U = 1) (a : ι → ℝ) :
    NormedSpace.exp (fromOrbitals U a) = fromOrbitals U (fun i => Real.exp (a i)) := by
  have hU' : U * Uᴴ = 1 := mul_eq_one_comm.mp hU
  have hinv : U⁻¹ = Uᴴ := Matrix.inv_eq_left_inv hU
  have hunit : IsUnit U := ⟨⟨U, Uᴴ, hU', hU⟩, rfl⟩
  have hd : NormedSpace.exp (diagonal (fun i => (a i : ℂ))) =
      diagonal (fun i => ((Real.exp (a i) : ℝ) : ℂ)) := by
    rw [Matrix.exp_diagonal]
    refine congrArg Matrix.diagonal (funext fun i => ?_)
    first
      | rw [Pi.exp_apply, Complex.ofReal_exp, Complex.exp_eq_exp_ℂ]
      | rw [Pi.coe_exp, Complex.ofReal_exp, Complex.exp_eq_exp_ℂ]
  unfold fromOrbitals
  rw [← hinv, Matrix.exp_conj _ _ hunit, hd]

/-- Two Hermitian Hamiltonians with the same exponential are equal. -/
theorem hermitian_exp_injective {h k : Matrix ι ι ℂ} (hh : h.IsHermitian) (hk : k.IsHermitian)
    (he : NormedSpace.exp h = NormedSpace.exp k) : h = k := by
  obtain ⟨U, a, hU, rfl⟩ := exists_orbitals hh
  obtain ⟨V, b, hV, rfl⟩ := exists_orbitals hk
  rw [exp_fromOrbitals hU, exp_fromOrbitals hV] at he
  unfold fromOrbitals at he ⊢
  have hU' : U * Uᴴ = 1 := mul_eq_one_comm.mp hU
  have hV' : V * Vᴴ = 1 := mul_eq_one_comm.mp hV
  -- equality of operators means that the overlap matrix `Uᴴ V` intertwines their values
  have forth : ∀ D E : Matrix ι ι ℂ, U * D * Uᴴ = V * E * Vᴴ →
      D * (Uᴴ * V) = (Uᴴ * V) * E := fun D E h => by
    calc D * (Uᴴ * V) = (Uᴴ * U) * D * (Uᴴ * V) := by rw [hU, one_mul]
      _ = Uᴴ * (U * D * Uᴴ) * V := by noncomm_ring
      _ = Uᴴ * (V * E * Vᴴ) * V := by rw [h]
      _ = (Uᴴ * V) * E * (Vᴴ * V) := by noncomm_ring
      _ = (Uᴴ * V) * E := by rw [hV, mul_one]
  have back : ∀ D E : Matrix ι ι ℂ, D * (Uᴴ * V) = (Uᴴ * V) * E →
      U * D * Uᴴ = V * E * Vᴴ := fun D E h => by
    calc U * D * Uᴴ = U * D * Uᴴ * (V * Vᴴ) := by rw [hV', mul_one]
      _ = U * (D * (Uᴴ * V)) * Vᴴ := by noncomm_ring
      _ = U * ((Uᴴ * V) * E) * Vᴴ := by rw [h]
      _ = (U * Uᴴ) * (V * E * Vᴴ) := by noncomm_ring
      _ = V * E * Vᴴ := by rw [hU', one_mul]
  have hW := forth _ _ he
  apply back
  ext i j
  have hij := congrFun (congrFun hW i) j
  rw [Matrix.diagonal_mul, Matrix.mul_diagonal] at hij ⊢
  by_cases hw : (Uᴴ * V) i j = 0
  · rw [hw, mul_zero, zero_mul]
  · -- orbitals that overlap have equal exponentials, hence equal energies
    have h1 := mul_right_cancel₀ hw (hij.trans (mul_comm _ _))
    have h2 : a i = b j := Real.exp_injective (Complex.ofReal_injective h1)
    rw [h2, mul_comm]

/-- The thermal state of a Hamiltonian has the same orbitals, with Fermi-Dirac occupations. -/
theorem thermal_iff_fermi {U : Matrix ι ι ℂ} (hU : Uᴴ * U = 1) (a : ι → ℝ)
    (G : Matrix ι ι ℂ) :
    IsThermalState G (fromOrbitals U a) ↔ G = fromOrbitals U (fun i => fermi (a i)) := by
  have hU' : U * Uᴴ = 1 := mul_eq_one_comm.mp hU
  have key : ∀ D E : Matrix ι ι ℂ, D + D * E = 1 →
      U * D * Uᴴ * (1 + U * E * Uᴴ) = 1 := fun D E h => by
    calc U * D * Uᴴ * (1 + U * E * Uᴴ)
        = U * D * Uᴴ + U * D * (Uᴴ * U) * E * Uᴴ := by noncomm_ring
      _ = U * (D + D * E) * Uᴴ := by rw [hU]; noncomm_ring
      _ = 1 := by rw [h, mul_one, hU']
  have hF : IsThermalState (fromOrbitals U (fun i => fermi (a i))) (fromOrbitals U a) := by
    unfold IsThermalState
    rw [exp_fromOrbitals hU]
    apply key
    rw [Matrix.diagonal_mul_diagonal, Matrix.diagonal_add, ← Matrix.diagonal_one]
    refine congrArg Matrix.diagonal (funext fun i => ?_)
    have hpos : 1 + Real.exp (a i) ≠ 0 := by positivity
    have h1 : fermi (a i) * (1 + Real.exp (a i)) = 1 := one_div_mul_cancel hpos
    have h2 : fermi (a i) + fermi (a i) * Real.exp (a i) = 1 := by linear_combination h1
    exact_mod_cast h2
  constructor
  · intro hG
    exact left_inv_eq_right_inv hG (mul_eq_one_comm.mp hF)
  · rintro rfl
    exact hF

/-- For occupations `f i` strictly between 0 and 1, the only Hermitian Hamiltonian with this
thermal state has the same orbitals and the reduced energies `log ((1 - f i) / f i)`. -/
theorem hamiltonian_of_occupations {U : Matrix ι ι ℂ} (hU : Uᴴ * U = 1) {f : ι → ℝ}
    (hf : ∀ i, 0 < f i ∧ f i < 1) {h : Matrix ι ι ℂ} (hh : h.IsHermitian) :
    IsThermalState (fromOrbitals U f) h ↔
      h = fromOrbitals U (fun i => Real.log ((1 - f i) / f i)) := by
  have hinv : ∀ i, fermi (Real.log ((1 - f i) / f i)) = f i := fun i => by
    obtain ⟨h0, h1⟩ := hf i
    have hs : 1 + (1 - f i) / f i = 1 / f i := by
      rw [eq_div_iff h0.ne', add_mul, div_mul_cancel₀ _ h0.ne']
      ring
    rw [fermi, Real.exp_log (div_pos (sub_pos.mpr h1) h0), hs, one_div_one_div]
  have hT : IsThermalState (fromOrbitals U f)
      (fromOrbitals U (fun i => Real.log ((1 - f i) / f i))) := by
    rw [thermal_iff_fermi hU]
    exact congrArg (fromOrbitals U) (funext fun i => (hinv i).symm)
  constructor
  · intro hG
    -- both Hamiltonians have `1 + exp` equal to the inverse of the density matrix
    have he := left_inv_eq_right_inv (mul_eq_one_comm.mp hG) hT
    exact hermitian_exp_injective hh (fromOrbitals_isHermitian _ _) (add_left_cancel he)
  · rintro rfl
    exact hT

/-- An operator built from orthonormal orbitals has all its eigenvalues strictly between 0 and 1
exactly when all its orbital occupations are. -/
theorem fractional_iff {U : Matrix ι ι ℂ} (hU : Uᴴ * U = 1) (f : ι → ℝ) :
    Fractional (fromOrbitals U f) ↔ ∀ i, 0 < f i ∧ f i < 1 := by
  have hU' : U * Uᴴ = 1 := mul_eq_one_comm.mp hU
  constructor
  · intro h i
    -- column `i` of `U` is an eigenvector with eigenvalue `f i`
    apply h (f i) (U *ᵥ Pi.single i (1 : ℂ))
    · intro h0
      have h1 : Uᴴ *ᵥ (U *ᵥ Pi.single i (1 : ℂ)) = 0 := by rw [h0, Matrix.mulVec_zero]
      rw [Matrix.mulVec_mulVec, hU, Matrix.one_mulVec] at h1
      have h2 := congrFun h1 i
      simp at h2
    · have hd : diagonal (fun j => (f j : ℂ)) *ᵥ Pi.single i (1 : ℂ) =
          (f i : ℂ) • Pi.single i (1 : ℂ) := by
        ext j
        rw [Matrix.mulVec_diagonal]
        rcases eq_or_ne j i with rfl | hj
        · simp
        · simp [hj]
      rw [fromOrbitals, Matrix.mulVec_mulVec, Matrix.mul_assoc, hU, Matrix.mul_one,
        ← Matrix.mulVec_mulVec, hd, Matrix.mulVec_smul]
  · intro h μ v hv he
    have hc : Uᴴ * fromOrbitals U f = diagonal (fun j => (f j : ℂ)) * Uᴴ := by
      rw [fromOrbitals, ← Matrix.mul_assoc, ← Matrix.mul_assoc, hU, Matrix.one_mul]
    have hw : diagonal (fun j => (f j : ℂ)) *ᵥ (Uᴴ *ᵥ v) = (μ : ℂ) • (Uᴴ *ᵥ v) := by
      rw [← Matrix.mulVec_smul, ← he, Matrix.mulVec_mulVec, Matrix.mulVec_mulVec, hc]
    have hw0 : Uᴴ *ᵥ v ≠ 0 := fun h0 => hv (by
      calc v = U *ᵥ (Uᴴ *ᵥ v) := by rw [Matrix.mulVec_mulVec, hU', Matrix.one_mulVec]
        _ = 0 := by rw [h0, Matrix.mulVec_zero])
    obtain ⟨i, hi⟩ := Function.ne_iff.mp hw0
    have e := congrFun hw i
    rw [Matrix.mulVec_diagonal, Pi.smul_apply, smul_eq_mul] at e
    have e2 : f i = μ := Complex.ofReal_injective (mul_right_cancel₀ hi e)
    rw [← e2]
    exact h i

/-- A Hermitian density matrix with all eigenvalues strictly between 0 and 1 is the thermal state
of exactly one Hermitian noninteracting Hamiltonian. -/
theorem existsUnique_hamiltonian {G : Matrix ι ι ℂ} (hG : G.IsHermitian) (hf : Fractional G) :
    ∃! h : Matrix ι ι ℂ, h.IsHermitian ∧ IsThermalState G h := by
  obtain ⟨U, f, hU, rfl⟩ := exists_orbitals hG
  have hocc := (fractional_iff hU f).mp hf
  have hH := fromOrbitals_isHermitian U (fun i => Real.log ((1 - f i) / f i))
  exact ⟨_, ⟨hH, (hamiltonian_of_occupations hU hocc hH).mpr rfl⟩,
    fun k hk => (hamiltonian_of_occupations hU hocc hk.1).mp hk.2⟩

/-- Conversely, the thermal state of a Hermitian noninteracting Hamiltonian is Hermitian and has
all its eigenvalues strictly between 0 and 1. -/
theorem fractional_of_thermal {G h : Matrix ι ι ℂ} (hh : h.IsHermitian)
    (hT : IsThermalState G h) : G.IsHermitian ∧ Fractional G := by
  obtain ⟨U, a, hU, rfl⟩ := exists_orbitals hh
  rw [(thermal_iff_fermi hU a G).mp hT]
  refine ⟨fromOrbitals_isHermitian _ _, (fractional_iff hU _).mpr fun i => ?_⟩
  have hp := Real.exp_pos (a i)
  have hq : 0 < 1 + Real.exp (a i) := by linarith
  unfold fermi
  exact ⟨one_div_pos.mpr hq, (div_lt_one hq).mpr (by linarith)⟩

end

end ThermalDensityMatrix
```

```lean
#print axioms ThermalDensityMatrix.existsUnique_hamiltonian
#print axioms ThermalDensityMatrix.fractional_of_thermal
```

```
'ThermalDensityMatrix.existsUnique_hamiltonian' depends on axioms: [propext, Classical.choice, Quot.sound]
'ThermalDensityMatrix.fractional_of_thermal' depends on axioms: [propext, Classical.choice, Quot.sound]
```

## From the spectral theorem to the overlap matrix

Three lemmas supply the calculus of orbitals. `fromOrbitals_isHermitian` takes the conjugate transpose of the product and uses that the diagonal values are real. `exists_orbitals` puts Mathlib's spectral theorem into the form \(U\,\mathrm{diag}(a)\,U^\dagger\). `exp_fromOrbitals` moves the exponential inside the change of basis with `Matrix.exp_conj`, then applies it to the diagonal entries with `Matrix.exp_diagonal`.

`hermitian_exp_injective` is the overlap argument. Its step `forth` turns an equality of operators into an intertwining relation for `Uᴴ * V`, and `back` reverses this. The proof applies `forth` to the exponentials and `back` to the goal, which leaves an equation for each entry. The split `by_cases hw` separates vanishing from nonvanishing overlaps; in the second case the overlap is cancelled and `Real.exp_injective` equates the energies.

`thermal_iff_fermi` shows that the thermal state of `fromOrbitals U a` is exactly the matrix with the same orbitals and occupations `fermi (a i)`. The step `key` reduces the matrix equation to one between diagonal matrices, and `hF` verifies that equation level by level. Any other solution \(G\) agrees with this one by uniqueness of inverses, through `left_inv_eq_right_inv`.

`hamiltonian_of_occupations` goes from occupations to energies. Its step `hinv` checks that the logarithm inverts the Fermi function, and `hT` gives existence. For uniqueness, `he` identifies the two matrices \(1+e^h\) and \(1+e^k\), `add_left_cancel` removes the 1, and `hermitian_exp_injective` finishes.

`fractional_iff` connects the eigenvalue condition to the numbers `f i`. In one direction it uses column `i` of `U`, written `U *ᵥ Pi.single i 1`, as an eigenvector. In the other it transforms an arbitrary eigenvector to the orbital basis and picks a nonzero component, where the eigenvalue must equal `f i`.

The two final theorems combine these results. `existsUnique_hamiltonian` diagonalises `G`, reads off its occupations and applies `hamiltonian_of_occupations` in both directions. `fractional_of_thermal` diagonalises `h`, replaces `G` by its Fermi-Dirac form and checks the two strict bounds.
